# Adding a pivot to an invertible principal block multiplies its determinant by the pivot's residual diagonal entry

For a real matrix `M`, a finite set `P` of indices with invertible block M(P,P), and an index q outside `P`, `det_insert` states that the determinant of the block on `P` with q added is det M(P,P) · R(q,q), where R = M − M(:,P) M(P,P)⁻¹ M(P,:). The full index set may be infinite, and `M` need be neither symmetric nor positive. If `M` is the overlap matrix of real basis functions, normalised or not, R(q,q) is the squared norm of the part of function q orthogonal to the span of the functions in `P`. The attempt lists the enlarged block as `P` followed by q, applies the Schur complement formula for the determinant, and then evaluates the remaining 1×1 determinant as its single entry.

This version doesn't compile in Lean 4 with Mathlib:

```lean
import Mathlib

open Matrix

namespace DetInsert

noncomputable section

variable {n : Type*} [DecidableEq n]

/-- The principal block `M(P,P)` of a matrix on a finite set `P` of pivots. -/
def block (M : Matrix n n ℝ) (P : Finset n) : Matrix P P ℝ :=
  M.submatrix Subtype.val Subtype.val

/-- The residual `R = M - M(:,P) M(P,P)⁻¹ M(P,:)` left after the pivots `P`,
for an invertible block `M(P,P)`. -/
def residual (M : Matrix n n ℝ) (P : Finset n) : Matrix n n ℝ :=
  M - M.submatrix id (Subtype.val : P → n) * (block M P)⁻¹ *
    M.submatrix (Subtype.val : P → n) id

/-- The pivots `P` together with one new index `q` outside `P`, listed as `P` followed by `q`. -/
def insertEquiv {P : Finset n} {q : n} (hq : q ∉ P) :
    P ⊕ Unit ≃ (insert q P : Finset n) :=
  Equiv.ofBijective
    (Sum.elim (fun i => ⟨i.1, Finset.mem_insert_of_mem i.2⟩)
      (fun _ => ⟨q, Finset.mem_insert_self q P⟩)) (by
    constructor
    · rintro (i | i) (j | j) h
      · have h' := congrArg Subtype.val h
        exact congrArg Sum.inl (Subtype.ext h')
      · have h' : i.1 = q := congrArg Subtype.val h
        exact absurd (h' ▸ i.2) hq
      · have h' : q = j.1 := congrArg Subtype.val h
        exact absurd (h'.symm ▸ j.2) hq
      · rfl
    · rintro ⟨x, hx⟩
      rcases Finset.mem_insert.1 hx with h | h
      · exact ⟨Sum.inr (), Subtype.ext h.symm⟩
      · exact ⟨Sum.inl ⟨x, h⟩, rfl⟩)

/-- Adding an index `q` outside `P` borders the block `M(P,P)` by one row and one column. -/
theorem block_insert (M : Matrix n n ℝ) {P : Finset n} {q : n} (hq : q ∉ P) :
    (block M (insert q P)).submatrix (insertEquiv hq) (insertEquiv hq) =
      fromBlocks (block M P) (M.submatrix Subtype.val (fun _ : Unit => q))
        (M.submatrix (fun _ : Unit => q) Subtype.val)
        (M.submatrix (fun _ : Unit => q) (fun _ : Unit => q)) := by
  ext (i | i) (j | j) <;> rfl

/-- If `M(P,P)` is invertible and `q` lies outside `P`, the determinant of `M` on `P` with `q`
added is `det M(P,P)` times the residual diagonal entry `R(q,q)`. -/
theorem det_insert (M : Matrix n n ℝ) {P : Finset n} {q : n}
    (hP : (block M P).det ≠ 0) (hq : q ∉ P) :
    (block M (insert q P)).det = (block M P).det * residual M P q q := by
  letI := Matrix.invertibleOfIsUnitDet (block M P) (isUnit_iff_ne_zero.2 hP)
  -- the Schur complement of the bordered block is the number `R(q,q)`
  rw [← Matrix.det_submatrix_equiv_self (insertEquiv hq), block_insert M hq,
    Matrix.det_fromBlocks₁₁, Matrix.invOf_eq_nonsing_inv, Matrix.det_unique]
  rfl

end

end DetInsert
```

Lean reports:

```
Main.lean:54:2: warning: Try this: 
  letI̵

The goal is a proposition, so `let` is preferred over `letI`.
The difference between `let` and `letI` is that `letI` inlines the value.
But this is not relevant for proofs because of proof irrelevance.

Note: This linter can be disabled with `set_option linter.style.haveILetI false`
Main.lean:57:58: error(lean.synthInstanceFailed): failed to synthesize instance of type class
  Unique ↥P

Hint: Type class instance resolution failures can be inspected with the `set_option trace.Meta.synthInstance true` command.
Main.lean:58:2: error: Tactic `rfl` failed: The left-hand side
  block M P default default *
    ((M.submatrix (fun x => q) fun x => q) -
        M.submatrix (fun x => q) Subtype.val * (block M P)⁻¹ * M.submatrix Subtype.val fun x => q).det
is not definitionally equal to the right-hand side
  block M P default default * residual M P q q

n : Type u_1
inst✝ : DecidableEq n
M : Matrix n n ℝ
P : Finset n
q : n
hP : (block M P).det ≠ 0
hq : q ∉ P
this : Invertible (block M P) := (block M P).invertibleOfIsUnitDet ⋯
⊢ block M P default default *
      ((M.submatrix (fun x => q) fun x => q) -
          M.submatrix (fun x => q) Subtype.val * (block M P)⁻¹ * M.submatrix Subtype.val fun x => q).det =
    block M P default default * residual M P q q
```

Diagnosis. After the Schur formula the left-hand side is a product of two determinants: that of `block M P`, and that of the 1×1 Schur complement, indexed by `Unit`. `Matrix.det_unique` turns a determinant into its single entry when the index type has exactly one element. The rewrite matched the first determinant instead of the second, so Lean looked for `Unique ↥P`, which is not available for a general `P`.

The second error follows from the first. The goal it shows has `block M P default default` in place of det M(P,P) on both sides, while the 1×1 determinant is still unexpanded, and `rfl` could not identify that with `residual M P q q`.

The repair takes `Matrix.det_unique` out of the chain and first uses `congr 1` to remove the common factor det M(P,P). The only determinant left is the one over `Unit`, so the rewrite now finds its target and its instance, and `rfl` matches the resulting entry with the definition of `residual`.

Changing `letI` to `let _` answers the style warning and is mere tidying.

This version goes through:

```diff
@@ -52,8 +52,10 @@
     (hP : (block M P).det ≠ 0) (hq : q ∉ P) :
     (block M (insert q P)).det = (block M P).det * residual M P q q := by
-  letI := Matrix.invertibleOfIsUnitDet (block M P) (isUnit_iff_ne_zero.2 hP)
+  let _ := Matrix.invertibleOfIsUnitDet (block M P) (isUnit_iff_ne_zero.2 hP)
   -- the Schur complement of the bordered block is the number `R(q,q)`
   rw [← Matrix.det_submatrix_equiv_self (insertEquiv hq), block_insert M hq,
-    Matrix.det_fromBlocks₁₁, Matrix.invOf_eq_nonsing_inv, Matrix.det_unique]
+    Matrix.det_fromBlocks₁₁, Matrix.invOf_eq_nonsing_inv]
+  congr 1
+  rw [Matrix.det_unique]
   rfl
 
```
